# A Fourier multiplier on a periodic grid keeps real fields real exactly when $d(-k)=\overline{d(k)}$

A field on the grid is taken here to be a complex-valued function, and being real is a property that it may or may not have. If the output had real values by type, it could not represent an imaginary part, and the very error at issue would be hidden. With complex values throughout, a multiplier that fails to preserve reality gives a non-zero imaginary part in the output for at least one real input.

## Conjugate symmetry as the exact condition

Let $N\ge 1$ be the number of sites on a one-dimensional periodic grid. Sites and modes are both labelled by integers modulo $N$. The Fourier coefficients of a field $f$ are

$$F(k)=\sum_{j} e^{-2\pi i jk/N} f(j),\qquad f(x)=\frac1N\sum_k e^{2\pi i kx/N}F(k).$$

Given complex numbers $d(k)$, one for each mode, the filter with multiplier $d$ is

$$(T_d f)(x)=\frac1N\sum_k e^{2\pi i kx/N}\,d(k)\,F(k).$$

The filter $T_d$ maps every real field to a real field if and only if

$$d(-k)=\overline{d(k)}\quad\text{for all }k .$$

At a mode with $-k=k$ the condition says that $d(k)$ is real. Such modes are $k=0$ and, for even $N$, also $k=N/2$. A multiplier that is purely imaginary at $N/2$ and preserves real fields is therefore zero there.

## Electric fields and density gradients from an FFT

A mesh-based Ewald code can obtain the electric field from the potential by multiplying each Fourier coefficient by $-i$ times the wavenumber of its mode. A plane-wave electronic-structure code can obtain the gradient of the density in the same way, with $+i$ in place of $-i$. The overall sign does not affect whether real fields stay real. In both cases the input is real and the output is meant to be real; the result covers this operation along a single periodic axis in exact arithmetic.

Take a box of length $L>0$ and write $\kappa(k)$ for the integer representative of $k$ with least absolute value, so that $-N/2<\kappa(k)\le N/2$. The spectral derivative has multiplier

$$d(k)=i\,\frac{2\pi}{L}\,\kappa(k).$$

This multiplier preserves real fields exactly when $N$ is odd. On an even grid the failure sits in one mode. The real field $f(x)=(-1)^x$ contains only the mode $N/2$, and its filtered image is $i(\pi N/L)(-1)^x$, which is purely imaginary. Setting the multiplier to zero at the modes with $-k=k$ restores reality for every $N$. At $k=0$ this changes nothing, since the multiplier already vanishes there.

## From a conjugated field to the symmetry of the multiplier

**Conjugating a field.** The coefficients of $\overline f$ are

$$\sum_j e^{-2\pi i jk/N}\,\overline{f(j)}
=\overline{\sum_j e^{2\pi i jk/N} f(j)}
=\overline{\sum_j e^{-2\pi i j(-k)/N} f(j)}
=\overline{F(-k)} .$$

**Recognising a real field by its coefficients.** If $f$ is real, then $\overline f=f$, and the identity above gives $F(k)=\overline{F(-k)}$ for all $k$. Replacing $k$ by $-k$ yields $F(-k)=\overline{F(k)}$. Conversely, suppose that $F(-k)=\overline{F(k)}$ for all $k$. The coefficients of $\overline f$ are then $\overline{F(-k)}=F(k)$, the same as those of $f$. A field is determined by its coefficients, so $\overline f=f$ and $f$ is real.

**The symmetry is sufficient.** Let $f$ be real and let $d(-k)=\overline{d(k)}$. The filtered field has coefficients $G(k)=d(k)F(k)$, and

$$G(-k)=d(-k)F(-k)=\overline{d(k)}\;\overline{F(k)}=\overline{G(k)} .$$

By the previous step the filtered field is real.

**The symmetry is necessary.** Suppose that $T_d$ preserves real fields. Apply it to the unit point source, which is $1$ at site $0$ and $0$ elsewhere. This field is real, and each of its coefficients is $e^{0}=1$. Its filtered image therefore has coefficients $d(k)$. The image is real by assumption, so its coefficients satisfy $d(-k)=\overline{d(k)}$.

**Modes that equal their own negative.** If $-k=k$, the symmetry reads $d(k)=\overline{d(k)}$, so $\operatorname{Im} d(k)=0$. For $N=2M$ we have $M+M\equiv 0$ modulo $N$, hence $-M=M$ as modes. If also $\operatorname{Re} d(M)=0$, then $d(M)=0$.

**The spectral derivative.** Away from the middle mode of an even grid, $\kappa(-k)=-\kappa(k)$, and so

$$d(-k)=-i\,\frac{2\pi}{L}\,\kappa(k)=\overline{d(k)} .$$

For odd $N$ there is no middle mode, and the symmetry holds everywhere. For $N=2M$ the value $d(M)=2\pi i M/L$ is purely imaginary and non-zero, which the preceding step forbids for a multiplier that preserves reality.

Now set $d(k)$ to zero wherever $-k=k$. At those modes both sides of the symmetry are zero. At any other mode $k$, the mode $-k$ also differs from its own negative, so both values are unchanged and the calculation above applies.

## The filter and its symmetry in Lean

```lean
import Mathlib

open ComplexConjugate

namespace RealFourierMultiplier

noncomputable section

variable {N : ℕ} [NeZero N]

/-- A field on the periodic grid is real if its imaginary part vanishes at every site. -/
def IsRealField (f : ZMod N → ℂ) : Prop := ∀ x, (f x).im = 0

/-- The Fourier filter with multiplier `d`: transform the field, multiply the coefficient of
each mode `k` by `d k`, and transform back. -/
def fourierFilter (d f : ZMod N → ℂ) : ZMod N → ℂ :=
  ZMod.dft.symm (fun k => d k * ZMod.dft f k)

/-- The multiplier `d` preserves reality if its filter maps every real field to a real field. -/
def PreservesReality (d : ZMod N → ℂ) : Prop :=
  ∀ f : ZMod N → ℂ, IsRealField f → IsRealField (fourierFilter d f)

/-- The Fourier coefficients of the filtered field are those of the field times `d k`. -/
theorem dft_fourierFilter (d f : ZMod N → ℂ) (k : ZMod N) :
    ZMod.dft (fourierFilter d f) k = d k * ZMod.dft f k := by
  unfold fourierFilter
  rw [LinearEquiv.apply_symm_apply]

/-- Complex conjugation of a field conjugates its Fourier coefficients and reverses the
wavenumber. -/
theorem dft_conj (f : ZMod N → ℂ) (k : ZMod N) :
    ZMod.dft (fun x => conj (f x)) k = conj (ZMod.dft f (-k)) := by
  simp only [ZMod.dft_apply, smul_eq_mul, map_sum, map_mul]
  refine Finset.sum_congr rfl fun j _ => ?_
  -- conjugating a plane wave reverses its phase
  rw [← AddChar.map_neg_eq_conj]
  congr 2
  ring

/-- A field is real if and only if its Fourier coefficients at `k` and `-k` are complex
conjugates of each other. -/
theorem isRealField_iff_dft (f : ZMod N → ℂ) :
    IsRealField f ↔ ∀ k, ZMod.dft f (-k) = conj (ZMod.dft f k) := by
  constructor
  · intro hf k
    have hc : (fun x => conj (f x)) = f :=
      funext fun x => Complex.conj_eq_iff_im.2 (hf x)
    have h := dft_conj f (-k)
    rw [hc, neg_neg] at h
    exact h
  · intro h x
    -- the field and its conjugate have the same coefficients, hence coincide
    have hc : (fun x => conj (f x)) = f := by
      apply ZMod.dft.injective
      funext k
      rw [dft_conj, h k, Complex.conj_conj]
    exact Complex.conj_eq_iff_im.1 (congrFun hc x)

/-- A Fourier multiplier maps every real field to a real field if and only if
`d (-k) = conj (d k)` for every mode `k`. -/
theorem preservesReality_iff (d : ZMod N → ℂ) :
    PreservesReality d ↔ ∀ k, d (-k) = conj (d k) := by
  constructor
  · intro h k
    -- a unit point source excites every mode with amplitude one
    have hone : ∀ q : ZMod N, ZMod.dft (Pi.single 0 1 : ZMod N → ℂ) q = 1 := by
      intro q
      simp [ZMod.dft_apply, Pi.single_apply]
    have hreal : IsRealField (Pi.single 0 1 : ZMod N → ℂ) := by
      intro x
      by_cases hx : x = 0 <;> simp [hx]
    have hk := (isRealField_iff_dft _).1 (h _ hreal) k
    simpa only [dft_fourierFilter, hone, mul_one] using hk
  · intro h f hf
    -- the product of two conjugate-symmetric spectra is conjugate-symmetric
    rw [isRealField_iff_dft]
    intro k
    rw [dft_fourierFilter, dft_fourierFilter, h k, (isRealField_iff_dft f).1 hf k, map_mul]

/-- A reality-preserving multiplier is real at every mode that equals its own negative. -/
theorem im_eq_zero_of_neg_eq_self {d : ZMod N → ℂ} (hd : PreservesReality d)
    {k : ZMod N} (hk : -k = k) : (d k).im = 0 := by
  have h := (preservesReality_iff d).1 hd k
  rw [hk] at h
  exact Complex.conj_eq_iff_im.1 h.symm

/-- On a grid with an even number `N = 2 * M` of sites, a reality-preserving multiplier that is
purely imaginary at the mode `M = N / 2` vanishes there. -/
theorem nyquist_eq_zero {M : ℕ} (hN : N = 2 * M) {d : ZMod N → ℂ}
    (hd : PreservesReality d) (him : (d (M : ZMod N)).re = 0) : d (M : ZMod N) = 0 := by
  have h : ((M + M : ℕ) : ZMod N) = 0 := by
    rw [show M + M = N by omega]
    exact ZMod.natCast_self N
  rw [Nat.cast_add] at h
  exact Complex.ext him (im_eq_zero_of_neg_eq_self hd (neg_eq_of_add_eq_zero_left h))

/-- The spectral derivative multiplier `i (2π / L) k` for a periodic box of length `L`, where `k`
is the integer representative of the mode of least absolute value (`+N / 2` at the middle mode
of an even grid). -/
def derivMultiplier (L : ℝ) (k : ZMod N) : ℂ :=
  Complex.I * ((2 * Real.pi / L * (k.valMinAbs : ℝ) : ℝ) : ℂ)

/-- The spectral derivative multiplier, set to zero at the modes with `-k = k`. -/
def derivMultiplierZeroed (L : ℝ) (k : ZMod N) : ℂ :=
  if -k = k then 0 else derivMultiplier L k

omit [NeZero N] in
/-- Away from the middle mode of the grid, the spectral derivative multiplier is
conjugate-symmetric. -/
theorem derivMultiplier_neg (L : ℝ) {k : ZMod N} (hk : 2 * k.val ≠ N) :
    derivMultiplier L (-k) = conj (derivMultiplier L k) := by
  unfold derivMultiplier
  rw [ZMod.valMinAbs_neg_of_ne_half hk, map_mul, Complex.conj_I, Complex.conj_ofReal]
  push_cast
  ring

/-- For a box of positive length `L`, the spectral derivative multiplier maps real fields to real
fields if and only if the number of grid sites is odd. -/
theorem derivMultiplier_preservesReality_iff {L : ℝ} (hL : 0 < L) :
    PreservesReality (derivMultiplier L : ZMod N → ℂ) ↔ Odd N := by
  constructor
  · intro h
    by_contra hodd
    obtain ⟨M, hM⟩ := Nat.not_odd_iff_even.1 hodd
    have hpos : 0 < N := Nat.pos_of_ne_zero (NeZero.ne N)
    -- on an even grid the multiplier would have to vanish at the middle mode
    have hz : derivMultiplier L (M : ZMod N) = 0 :=
      nyquist_eq_zero (by omega) h (by simp [derivMultiplier])
    unfold derivMultiplier at hz
    have hr := Complex.ofReal_eq_zero.1 ((mul_eq_zero.1 hz).resolve_left Complex.I_ne_zero)
    have hc : 2 * Real.pi / L ≠ 0 := by positivity
    have hv : (M : ZMod N).valMinAbs = 0 := by
      exact_mod_cast (mul_eq_zero.1 hr).resolve_left hc
    have hM0 : (M : ZMod N) = 0 := (ZMod.valMinAbs_eq_zero _).1 hv
    have hdvd : N ∣ M := (ZMod.natCast_eq_zero_iff M N).1 hM0
    have hle := Nat.le_of_dvd (by omega) hdvd
    omega
  · rintro ⟨m, hm⟩
    rw [preservesReality_iff]
    intro k
    exact derivMultiplier_neg L (by omega)

/-- With the modes `-k = k` set to zero, the spectral derivative multiplier maps real fields to
real fields on every grid. -/
theorem derivMultiplierZeroed_preservesReality (L : ℝ) :
    PreservesReality (derivMultiplierZeroed L : ZMod N → ℂ) := by
  rw [preservesReality_iff]
  intro k
  unfold derivMultiplierZeroed
  by_cases hk : -k = k
  · have hk' : -(-k) = -k := congrArg Neg.neg hk
    rw [if_pos hk, if_pos hk', map_zero]
  · have hk' : ¬ -(-k) = -k := fun h => hk (neg_injective h)
    rw [if_neg hk, if_neg hk']
    exact derivMultiplier_neg L fun h => hk ((ZMod.neg_eq_self_iff k).2 (Or.inr h))

end

end RealFourierMultiplier
```

```lean
#print axioms RealFourierMultiplier.isRealField_iff_dft
#print axioms RealFourierMultiplier.derivMultiplier_preservesReality_iff
#print axioms RealFourierMultiplier.derivMultiplierZeroed_preservesReality
```

```
'RealFourierMultiplier.isRealField_iff_dft' depends on axioms: [propext, Classical.choice, Quot.sound]
'RealFourierMultiplier.derivMultiplier_preservesReality_iff' depends on axioms: [propext, Classical.choice, Quot.sound]
'RealFourierMultiplier.derivMultiplierZeroed_preservesReality' depends on axioms: [propext, Classical.choice, Quot.sound]
```

## How the Lean statements match the grid

The type `ZMod N` serves for both sites and modes, and the assumption `NeZero N` expresses $N\ge1$. `IsRealField f` says that the imaginary part of `f x` is zero at every site. `ZMod.dft` is the transform written above, with the minus sign in the forward exponent and no prefactor; its inverse `ZMod.dft.symm` carries the factor $1/N$. A code that places this factor in the forward transform instead defines the same filter.

`PreservesReality d` quantifies over all real input fields. The main theorem, `preservesReality_iff`, equates it with the symmetry of `d`. The theorem `nyquist_eq_zero` takes a number `M` with `N = 2 * M`, a multiplier that preserves reality, and the hypothesis `him` that the real part of `d` at mode `M` is zero. It concludes that `d` vanishes at that mode. The hypothesis concerns this one mode, so the multiplier may be arbitrary elsewhere, subject to the symmetry.

In `derivMultiplier`, the function `valMinAbs` is $\kappa$. It assigns $+N/2$ to the middle mode of an even grid. The opposite sign would not help, because `nyquist_eq_zero` excludes every non-zero imaginary value there. The equivalence with odd $N$ assumes `0 < L`, meaning that the box has a positive length.

## How the proof follows the calculation

`dft_fourierFilter` states that filtering multiplies each coefficient by `d k`. It holds because the forward transform undoes the inverse one.

`dft_conj` is the calculation for the conjugated field. After the transform has been expanded into a sum, the two sides are compared term by term. The rewrite with `AddChar.map_neg_eq_conj` turns the conjugate of a plane-wave factor into the factor with opposite phase, and `ring` checks that the phases agree.

`isRealField_iff_dft` proves both directions of the coefficient test. The forward direction uses `dft_conj` at `-k`. The reverse direction relies on `ZMod.dft.injective`, which is the statement that a field is determined by its coefficients.

In `preservesReality_iff`, the point source is `Pi.single 0 1`. The intermediate claim `hone` says that all its coefficients equal one, and `hreal` says that it is real. The coefficient test applied to the filtered source then reduces to the symmetry of `d`. For the other direction, a single chain of rewrites reproduces the computation of $G(-k)$.

`im_eq_zero_of_neg_eq_self` specialises the symmetry to a mode with $-k=k$. `nyquist_eq_zero` derives $-M=M$ from $M+M\equiv0$ and combines the vanishing real and imaginary parts.

For the derivative, `derivMultiplier_neg` proves the symmetry at every mode with `2 * k.val ≠ N`, where `k.val` is the representative between $0$ and $N-1$. The even case of `derivMultiplier_preservesReality_iff` takes a slightly different route from the calculation above. Instead of evaluating $\kappa(M)$, it starts from the forced equation $d(M)=0$, deduces that $\kappa(M)=0$, and concludes that $N$ divides $M$. This contradicts $N=2M>0$. The proof of `derivMultiplierZeroed_preservesReality` splits on whether $-k=k$, as in the derivation.

## Exact arithmetic, one axis and complex output

For any multiplier on a one-dimensional periodic grid, checking $d(-k)=\overline{d(k)}$ mode by mode settles whether real input always gives real output. The condition is necessary as well as sufficient: if it fails at even one mode, some real field acquires an imaginary part. A particular real field may still come out real, for instance when it has no weight in the offending modes.

The theorems concern exact complex numbers. In floating-point arithmetic, a symmetric multiplier can still leave imaginary parts at the level of rounding error, and the file gives no bound on them. Grids in two or three dimensions are not treated either.

The filter returns its full complex output. A code that discards the imaginary part, or that calls a complex-to-real inverse transform, returns real numbers whatever the multiplier is. Real output from such a code is therefore no evidence that the multiplier has the required symmetry.

Finally, preserving reality is a different matter from accuracy. The zeroed derivative multiplier sends the alternating field $(-1)^x$ on an even grid to zero. The theorem establishes that the result is real for every real input, and makes no statement about how closely it approximates the derivative of an underlying continuous function.
